# The sum of the negative eigenvalues of a real symmetric matrix is a minimum over density matrices and concave in the matrix

For non-interacting electrons that may enter or leave a finite set of real orbitals at fixed chemical potential, the lowest energy, measured from the chemical potential for each electron, is obtained here as a minimum over density matrices. These are all real symmetric $P$ for which $P$ and $1-P$ are positive semidefinite, so fractional occupations are allowed and the number of electrons is free.

```lean
import Mathlib

open Matrix

namespace VariationalBandEnergy

noncomputable section

variable {n : Type*} [Fintype n] [DecidableEq n] {H K P : Matrix n n ℝ}

/-- The band energy of a real symmetric Hamiltonian: the sum of its negative eigenvalues,
counted with multiplicity. -/
def bandEnergy (hH : H.IsHermitian) : ℝ :=
  ∑ j with hH.eigenvalues j < 0, hH.eigenvalues j

/-- A one-particle density matrix: a real symmetric `P` with `P` and `1 - P` positive
semidefinite. -/
def IsDensityMatrix (P : Matrix n n ℝ) : Prop :=
  P.PosSemidef ∧ (1 - P).PosSemidef

/-- The matrix whose columns are orthonormal eigenvectors (orbitals) of the real symmetric
Hamiltonian. -/
def orbitals (hH : H.IsHermitian) : Matrix n n ℝ :=
  (hH.eigenvectorUnitary : Matrix n n ℝ)

/-- The occupation of orbital `j` of the real symmetric Hamiltonian in the matrix `P`: the
diagonal element of `P` in the orbital basis. -/
def occupation (hH : H.IsHermitian) (P : Matrix n n ℝ) (j : n) : ℝ :=
  ((orbitals hH)ᴴ * P * orbitals hH) j j

/-- The matrix that fills each negative-energy orbital of the real symmetric Hamiltonian once and
leaves the others empty. -/
def groundDensity (hH : H.IsHermitian) : Matrix n n ℝ :=
  orbitals hH * diagonal (fun j => if hH.eigenvalues j < 0 then (1 : ℝ) else 0) *
    (orbitals hH)ᴴ

/-- The orbitals of a real symmetric Hamiltonian are orthonormal. -/
theorem orbitals_orthonormal (hH : H.IsHermitian) :
    (orbitals hH)ᴴ * orbitals hH = 1 :=
  Matrix.mem_unitaryGroup_iff'.1 hH.eigenvectorUnitary.2

/-- For a real symmetric Hamiltonian, `trace (P H)` is the sum of the orbital energies weighted
by the occupations. -/
theorem trace_eq_sum_occupation (hH : H.IsHermitian) (P : Matrix n n ℝ) :
    (P * H).trace = ∑ j, hH.eigenvalues j * occupation hH P j := by
  have hU : orbitals hH * (orbitals hH)ᴴ = 1 := mul_eq_one_comm.1 (orbitals_orthonormal hH)
  -- the eigenvalue equation, all orbitals at once
  have hev : H * orbitals hH = orbitals hH * diagonal hH.eigenvalues := by
    ext i j
    have h : (H * orbitals hH) i j = hH.eigenvalues j * orbitals hH i j :=
      congrFun (hH.mulVec_eigenvectorBasis j) i
    rw [h, Matrix.mul_diagonal, mul_comm]
  calc (P * H).trace = (P * (H * orbitals hH) * (orbitals hH)ᴴ).trace := by
        rw [Matrix.mul_assoc P, Matrix.mul_assoc H, hU, Matrix.mul_one]
    _ = ((orbitals hH)ᴴ * P * orbitals hH * diagonal hH.eigenvalues).trace := by
        rw [hev, Matrix.trace_mul_comm]
        simp only [Matrix.mul_assoc]
    _ = ∑ j, hH.eigenvalues j * occupation hH P j :=
        Finset.sum_congr rfl fun j _ =>
          (Matrix.mul_diagonal _ _ _ _).trans (mul_comm _ _)

/-- Pauli principle for orbitals: in a density matrix, every orbital of a real symmetric
Hamiltonian has an occupation between 0 and 1. -/
theorem occupation_bounds (hH : H.IsHermitian) (hP : IsDensityMatrix P) (j : n) :
    0 ≤ occupation hH P j ∧ occupation hH P j ≤ 1 := by
  have h0 := (hP.1.conjTranspose_mul_mul_same (orbitals hH)).diag_nonneg (i := j)
  have h1 := (hP.2.conjTranspose_mul_mul_same (orbitals hH)).diag_nonneg (i := j)
  rw [Matrix.mul_sub, Matrix.sub_mul, Matrix.mul_one, orbitals_orthonormal,
    Matrix.sub_apply, Matrix.one_apply_eq] at h1
  exact ⟨h0, sub_nonneg.1 h1⟩

/-- Variational bound: for a real symmetric Hamiltonian, no density matrix has an energy
`trace (P H)` below the band energy. -/
theorem bandEnergy_le_trace (hH : H.IsHermitian) (hP : IsDensityMatrix P) :
    bandEnergy hH ≤ (P * H).trace := by
  rw [trace_eq_sum_occupation hH, bandEnergy, Finset.sum_filter]
  refine Finset.sum_le_sum fun j _ => ?_
  obtain ⟨h0, h1⟩ := occupation_bounds hH hP j
  -- a negative level gains most when full, any other level when empty
  split_ifs with h
  · nlinarith
  · exact mul_nonneg (not_lt.1 h) h0

/-- Filling the negative orbitals of a real symmetric Hamiltonian gives a density matrix, and
this density matrix is idempotent. -/
theorem groundDensity_spec (hH : H.IsHermitian) :
    IsDensityMatrix (groundDensity hH) ∧
      groundDensity hH * groundDensity hH = groundDensity hH := by
  have hU : orbitals hH * (orbitals hH)ᴴ = 1 := mul_eq_one_comm.1 (orbitals_orthonormal hH)
  refine ⟨⟨?_, ?_⟩, ?_⟩
  · refine (PosSemidef.diagonal fun j => ?_).mul_mul_conjTranspose_same (orbitals hH)
    dsimp only [Pi.zero_apply]
    split_ifs <;> norm_num
  · -- the holes fill the remaining orbitals
    have hD : diagonal (fun j => if hH.eigenvalues j < 0 then (0 : ℝ) else 1) =
        1 - diagonal (fun j => if hH.eigenvalues j < 0 then (1 : ℝ) else 0) := by
      rw [← Matrix.diagonal_one, Matrix.diagonal_sub]
      congr 1
      funext j
      split_ifs <;> norm_num
    have hQ : 1 - groundDensity hH = orbitals hH *
        diagonal (fun j => if hH.eigenvalues j < 0 then (0 : ℝ) else 1) *
          (orbitals hH)ᴴ := by
      rw [hD, Matrix.mul_sub, Matrix.sub_mul, Matrix.mul_one, hU, groundDensity]
    rw [hQ]
    refine (PosSemidef.diagonal fun j => ?_).mul_mul_conjTranspose_same (orbitals hH)
    dsimp only [Pi.zero_apply]
    split_ifs <;> norm_num
  · have hD : diagonal (fun j => if hH.eigenvalues j < 0 then (1 : ℝ) else 0) *
        diagonal (fun j => if hH.eigenvalues j < 0 then (1 : ℝ) else 0) =
        diagonal (fun j => if hH.eigenvalues j < 0 then (1 : ℝ) else 0) := by
      rw [Matrix.diagonal_mul_diagonal]
      congr 1
      funext j
      split_ifs <;> norm_num
    unfold groundDensity
    generalize diagonal (fun j => if hH.eigenvalues j < 0 then (1 : ℝ) else 0) = D at hD ⊢
    calc orbitals hH * D * (orbitals hH)ᴴ * (orbitals hH * D * (orbitals hH)ᴴ)
        = orbitals hH * D * ((orbitals hH)ᴴ * orbitals hH) * D * (orbitals hH)ᴴ := by
          simp only [Matrix.mul_assoc]
      _ = orbitals hH * D * (orbitals hH)ᴴ := by
          rw [orbitals_orthonormal, Matrix.mul_one, Matrix.mul_assoc (orbitals hH) D D, hD]

/-- For a real symmetric Hamiltonian, the density matrix that fills the negative orbitals has
exactly the band energy. -/
theorem trace_groundDensity (hH : H.IsHermitian) :
    (groundDensity hH * H).trace = bandEnergy hH := by
  rw [trace_eq_sum_occupation hH, bandEnergy, Finset.sum_filter]
  refine Finset.sum_congr rfl fun j _ => ?_
  have hocc : occupation hH (groundDensity hH) j =
      if hH.eigenvalues j < 0 then (1 : ℝ) else 0 := by
    have h (D : Matrix n n ℝ) : (orbitals hH)ᴴ * (orbitals hH * D * (orbitals hH)ᴴ) *
        orbitals hH = D := by
      calc _ = ((orbitals hH)ᴴ * orbitals hH) * D * ((orbitals hH)ᴴ * orbitals hH) := by
            simp only [Matrix.mul_assoc]
        _ = D := by rw [orbitals_orthonormal, Matrix.one_mul, Matrix.mul_one]
    rw [occupation, groundDensity, h, Matrix.diagonal_apply_eq]
  rw [hocc]
  split_ifs <;> ring

/-- Variational principle for the band energy: the sum of the negative eigenvalues of a real
symmetric `H` is the minimum of `trace (P H)` over all density matrices `P`. -/
theorem bandEnergy_isLeast (hH : H.IsHermitian) :
    IsLeast ((fun P => (P * H).trace) '' {P | IsDensityMatrix P}) (bandEnergy hH) := by
  refine ⟨⟨groundDensity hH, (groundDensity_spec hH).1, trace_groundDensity hH⟩, ?_⟩
  rintro _ ⟨P, hP, rfl⟩
  exact bandEnergy_le_trace hH hP

/-- A frozen density matrix bounds the band energy from above: for real symmetric `H` and `K`, the
energy of `K` is at most that of `H` plus the change `K - H` averaged in the ground density matrix
of `H`. -/
theorem bandEnergy_le_first_order (hH : H.IsHermitian) (hK : K.IsHermitian) :
    bandEnergy hK ≤ bandEnergy hH + (groundDensity hH * (K - H)).trace := by
  have h := bandEnergy_le_trace hK (groundDensity_spec hH).1
  rw [Matrix.mul_sub, Matrix.trace_sub, trace_groundDensity]
  linarith

/-- The band energy is a concave function on the space of real symmetric Hamiltonians. -/
theorem bandEnergy_concave :
    ConcaveOn ℝ Set.univ (fun H : selfAdjoint (Matrix n n ℝ) =>
      bandEnergy (H := (H : Matrix n n ℝ)) (selfAdjoint.mem_iff.1 H.2)) := by
  refine ⟨convex_univ, ?_⟩
  intro H _ K _ a b ha hb _
  have hH : (H : Matrix n n ℝ).IsHermitian := selfAdjoint.mem_iff.1 H.2
  have hK : (K : Matrix n n ℝ).IsHermitian := selfAdjoint.mem_iff.1 K.2
  have hM : (a • (H : Matrix n n ℝ) + b • (K : Matrix n n ℝ)).IsHermitian :=
    selfAdjoint.mem_iff.1 (a • H + b • K).2
  change a * bandEnergy hH + b * bandEnergy hK ≤ bandEnergy hM
  -- the ground density matrix of the mixture is a trial for both Hamiltonians
  have h1 := mul_le_mul_of_nonneg_left (bandEnergy_le_trace hH (groundDensity_spec hM).1) ha
  have h2 := mul_le_mul_of_nonneg_left (bandEnergy_le_trace hK (groundDensity_spec hM).1) hb
  have h3 := trace_groundDensity hM
  rw [Matrix.mul_add, Matrix.mul_smul, Matrix.mul_smul, Matrix.trace_add,
    Matrix.trace_smul, Matrix.trace_smul, smul_eq_mul, smul_eq_mul] at h3
  linarith

end

end VariationalBandEnergy
```

```lean
#print axioms VariationalBandEnergy.bandEnergy_isLeast
-- 'VariationalBandEnergy.bandEnergy_isLeast' depends on axioms: [propext, Classical.choice, Quot.sound]
#print axioms VariationalBandEnergy.bandEnergy_le_first_order
-- 'VariationalBandEnergy.bandEnergy_le_first_order' depends on axioms: [propext, Classical.choice, Quot.sound]
#print axioms VariationalBandEnergy.bandEnergy_concave
-- 'VariationalBandEnergy.bandEnergy_concave' depends on axioms: [propext, Classical.choice, Quot.sound]
```

## The minimum and the concavity in words

The Hamiltonian `H` is a real square matrix whose rows and columns are labelled by a finite type `n`, one label per basis orbital. The hypothesis `H.IsHermitian` says that it is symmetric, since over the reals the conjugate transpose `ᴴ` is the ordinary transpose. Write $\varepsilon_j$ for its eigenvalues, `hH.eigenvalues j` in Lean, where `hH` is the proof of symmetry. The number `bandEnergy hH` is

$$E(H)=\sum_{j:\,\varepsilon_j<0}\varepsilon_j ,$$

with each eigenvalue counted as often as it occurs.

The predicate `IsDensityMatrix P` consists of the two positivity conditions. Symmetry of $P$ needs no separate clause, because Mathlib's `PosSemidef` includes it.

The theorem `bandEnergy_isLeast` says that $E(H)$ is the least element of the set of all values $\mathrm{tr}(PH)$, with $P$ running over the density matrices. `IsLeast` has two parts: some density matrix has exactly this energy, and none has a lower one.

The theorem `bandEnergy_le_first_order` compares two symmetric matrices $H$ and $K$. Its name refers to the case in which $H$ has no zero eigenvalue, where the trace term below is the first-order change of perturbation theory; the inequality holds in every case. With $\rho_H$ the matrix `groundDensity hH`, which fills the negative levels of $H$, it states

$$E(K)\le E(H)+\mathrm{tr}\big(\rho_H(K-H)\big).$$

The theorem `bandEnergy_concave` says that $E(aH+bK)\ge aE(H)+bE(K)$ whenever $a,b\ge 0$ and $a+b=1$. Its domain is `selfAdjoint (Matrix n n ℝ)`, the real vector space of symmetric matrices.

## Electrons at fixed chemical potential

The zero of energy is the chemical potential. If a one-electron Hamiltonian $h$ comes with chemical potential $\mu$, the matrix to insert is $H=h-\mu 1$, and $\mathrm{tr}(PH)=\mathrm{tr}(Ph)-\mu\,\mathrm{tr}P$. The name "band energy" therefore needs care: many texts use it for the sum of the occupied eigenvalues of $h$ itself, which differs from $E(H)$ by $\mu$ times the number of electrons. What is minimised here is the zero-temperature grand potential.

Each orbital holds at most one electron. For a spin-degenerate system, $H$ describes one spin channel and the energy is doubled. The basis is orthonormal, so no overlap matrix appears.

The theorems speak of matrices, and the step from there to many-electron states is supplied by physics: the Pauli principle puts the occupations of any many-fermion state between 0 and 1, and the Slater determinant of the negative orbitals has `groundDensity` as its density matrix.

In simple tight-binding models of interatomic forces, the electronic part of the energy is the sum of the occupied eigenvalues of $h$, which is $E(H)+\mu N$ for $N$ electrons in one spin channel, and a repulsive term is usually added. The concavity concerns the entries of $H$. It need not carry over to the atomic positions, on which those entries in general depend nonlinearly.

## Energies weighted by occupations

Let $U$ be the matrix `orbitals hH`, whose column $u_j$ is the normalised eigenvector for $\varepsilon_j$. Orthonormality, $U^TU=1$, is `orbitals_orthonormal`; since $U$ is square, $UU^T=1$ as well. The eigenvalue equations for all columns together read $HU=U\Lambda$, where $\Lambda$ is the diagonal matrix of the $\varepsilon_j$. The occupation of orbital $j$ in $P$ is

$$f_j=(U^TPU)_{jj}=u_j^TPu_j .$$

Inserting $UU^T=1$ and moving $U^T$ to the front under the trace gives

$$\mathrm{tr}(PH)=\mathrm{tr}(PHUU^T)=\mathrm{tr}(PU\Lambda U^T)=\mathrm{tr}(U^TPU\Lambda)=\sum_j\varepsilon_jf_j .$$

This is `trace_eq_sum_occupation`. Its `calc` block has the same steps, with `hev` as the matrix eigenvalue equation and `Matrix.trace_mul_comm` as the cyclic move.

## No density matrix lies lower

Positivity of $P$ gives $f_j=u_j^TPu_j\ge 0$. Positivity of $1-P$ and the normalisation of $u_j$ give $1-f_j=u_j^T(1-P)u_j\ge 0$. Hence $0\le f_j\le 1$, which is `occupation_bounds`. Lean obtains both inequalities from the fact that $U^TPU$ and $U^T(1-P)U$ are again positive semidefinite and so have non-negative diagonals.

Now compare the energies level by level.

- If $\varepsilon_j<0$, then $f_j\le 1$ gives $\varepsilon_jf_j\ge\varepsilon_j$.
- If $\varepsilon_j\ge 0$, then $f_j\ge 0$ gives $\varepsilon_jf_j\ge 0$.

Summing over $j$ yields $\mathrm{tr}(PH)\ge E(H)$, the content of `bandEnergy_le_trace`. There `Finset.sum_filter` rewrites the band energy as a sum over all levels, with zero for the non-negative ones, and `split_ifs` separates the two cases.

## Filling the negative levels reaches the bound

Let $D$ be the diagonal matrix with $D_{jj}=1$ if $\varepsilon_j<0$ and $D_{jj}=0$ otherwise, and set $\rho_H=UDU^T$. Then

$$1-\rho_H=U(1-D)U^T,\qquad \rho_H^2=UDU^TUDU^T=UD^2U^T=\rho_H .$$

Both $D$ and $1-D$ have non-negative diagonal entries, so $\rho_H$ and $1-\rho_H$ are positive semidefinite. The lemma `groundDensity_spec` records this together with the idempotency: the minimum is reached without fractional occupations. A level exactly at zero is left empty by convention, and filling it would not change the energy.

Since $U^T\rho_HU=D$, the occupations of $\rho_H$ are the entries $D_{jj}$, and

$$\mathrm{tr}(\rho_HH)=\sum_j\varepsilon_jD_{jj}=E(H).$$

This is `trace_groundDensity`, where `hocc` computes the occupations. The theorem `bandEnergy_isLeast` then combines the attained value with the lower bound.

## One trial matrix for two Hamiltonians

The set of density matrices does not depend on the Hamiltonian, so $\rho_H$ is a valid trial for $K$:

$$E(K)\le\mathrm{tr}(\rho_HK)=\mathrm{tr}(\rho_HH)+\mathrm{tr}\big(\rho_H(K-H)\big)=E(H)+\mathrm{tr}\big(\rho_H(K-H)\big).$$

For concavity, put $M=aH+bK$ and use its density matrix $\rho_M$ as a trial for both $H$ and $K$:

$$E(M)=\mathrm{tr}(\rho_MM)=a\,\mathrm{tr}(\rho_MH)+b\,\mathrm{tr}(\rho_MK)\ge aE(H)+bE(K).$$

In `bandEnergy_concave`, `h1` and `h2` are the two trial inequalities multiplied by $a$ and $b$, `h3` is the expansion of $E(M)$, and `linarith` adds them up. Only $a,b\ge 0$ enters this argument.

## A dimer with shifted site energies

In a tight-binding calculation, the first-order change can be evaluated from a stored density matrix as $\sum_{ij}(\rho_H)_{ij}(K-H)_{ji}$, without diagonalising $K$; adding it to $E(H)$ gives the upper bound on $E(K)$. Take two sites with hopping $-1$ and site energies first zero, then $\pm 0.75$:

$$H=\begin{pmatrix}0&-1\\-1&0\end{pmatrix},\qquad K=\begin{pmatrix}0.75&-1\\-1&-0.75\end{pmatrix}.$$

The eigenvalues of $H$ are $\pm1$, so $E(H)=-1$. The bonding orbital $(1,1)/\sqrt2$ is filled, and every entry of $\rho_H$ equals $1/2$. The first-order change is $(0.75-0.75)/2=0$, so the estimate for $K$ is $-1$. Diagonalising $K$ gives $\pm1.25$, hence $E(K)=-1.25$, below the estimate as the theorem requires. The difference comes from the change of the density matrix, which a frozen one leaves out: charge moves to the lower site, which lowers the energy by $0.45$, and the bond weakens, which raises it by $0.2$.

## Fixed electron number

The same reasoning applies when the number of electrons is a fixed integer $N$, at least 1 and at most the number of orbitals. Order the eigenvalues as $\varepsilon_1\le\varepsilon_2\le\cdots$ and admit only density matrices with $\mathrm{tr}P=N$, so that $\sum_jf_j=N$. Then

$$\sum_j\varepsilon_jf_j-\sum_{j\le N}\varepsilon_j=\sum_{j\le N}(-\varepsilon_j)(1-f_j)+\sum_{j>N}\varepsilon_jf_j\ge\varepsilon_N\Big(\sum_jf_j-N\Big)=0 .$$

Filling the $N$ lowest orbitals gives equality, so the sum of the $N$ lowest eigenvalues is again a minimum of $\mathrm{tr}(PH)$, and it is concave in $H$ for the same reason as before. This variant is argued here informally and has no theorem in the Lean code.
